# For charges on a line, the multipole error at a more distant axial point has a bound that falls geometrically with order

Let finitely many real charges qᵢ sit at positions xᵢ on a line, with |xᵢ| ≤ a < R. In Gaussian units their Coulomb potential at the point R of the same line is

V(R) = ∑ᵢ qᵢ/(R − xᵢ).

With the axial moments Mₖ = ∑ᵢ qᵢ xᵢ^k, the multipole expansion through order l is

Vₗ(R) = M₀/R + M₁/R² + … + Mₗ/R^(l+1),

and it satisfies

|V(R) − Vₗ(R)| ≤ (∑ᵢ |qᵢ|) (a/R)^(l+1)/(R − a).

The right side tends to zero as l grows. For a = R/2 it equals (∑ᵢ |qᵢ|)/(2^l R), so each further order halves the bound. The error itself need not fall at every step: it stays the same when the added moment is zero.

An open-boundary Poisson solver can take its boundary values from a multipole expansion. The bound controls the truncation error of such a value for point charges on a line and a boundary point on that line.

## Finitely many charges on one axis

The charges are indexed by a finite type `ι`, and `q` and `x` assign a real charge and a real position to each index. Finiteness lets the sums over charges and orders be exchanged freely. For infinitely many charges some summability would be needed, such as a finite ∑ᵢ |qᵢ|.

```lean
import Mathlib

open Filter Topology

namespace LineMultipoleBoundary

noncomputable section

variable {ι : Type*} [Fintype ι]
```

`potential` uses the three-dimensional Coulomb law, charge over distance, evaluated on the axis. It is not the solution of a one-dimensional Poisson equation.

```lean
/-- Coulomb potential (Gaussian units) at the point `R` of charges `q i` at positions `x i`
on a line, for `R` different from every `x i`. -/
def potential (q x : ι → ℝ) (R : ℝ) : ℝ := ∑ i, q i / |R - x i|
```

`moment` is taken about the origin: order 0 is the total charge and order 1 the dipole moment.

```lean
/-- Axial multipole moment of order `k` about the origin. -/
def moment (q x : ι → ℝ) (k : ℕ) : ℝ := ∑ i, q i * x i ^ k
```

`multipole` sums over `Finset.range (l + 1)`, that is, over k = 0, …, l. Off-axis points, continuous densities and the discretisation error of a solver are not covered.

```lean
/-- Multipole expansion of the potential at `R > 0`, through order `l`. -/
def multipole (q x : ι → ℝ) (R : ℝ) (l : ℕ) : ℝ :=
  ∑ k ∈ Finset.range (l + 1), moment q x k / R ^ (k + 1)
```

## A field point away from the origin and the charge

For a unit charge at x, the conditions R ≠ 0 and R ≠ x say that the field point is neither the expansion centre nor the charge itself. Without them the fractions below have no meaning. The first n terms leave the exact remainder

1/(R − x) − ∑ₖ x^k/R^(k+1) = (x/R)^n/(R − x), with k = 0, …, n − 1.

For n = 0 the sum is empty and both sides are 1/(R − x). Going from n to n + 1 subtracts x^n/R^(n+1) = (x/R)^n/R, which leaves

(x/R)^n [1/(R − x) − 1/R] = (x/R)^n · x/(R(R − x)) = (x/R)^(n+1)/(R − x).

The Lean induction makes the same step. The equation `e` rewrites the subtracted term, and `ring` finishes after the denominators have been cleared, which is where `hR` and `h` are used.

```lean
/-- For a unit charge at `x`, the first `n` multipole terms miss exactly `(x / R) ^ n / (R - x)` of
`1 / (R - x)`, which is the inverse distance when `x < R`. -/
theorem unit_charge_remainder {x R : ℝ} (hR : R ≠ 0) (h : R - x ≠ 0) (n : ℕ) :
    1 / (R - x) - ∑ k ∈ Finset.range n, x ^ k / R ^ (k + 1) = (x / R) ^ n / (R - x) := by
  induction n with
  | zero => simp
  | succ n ih =>
    have e : x ^ n / R ^ (n + 1) = (x / R) ^ n / R := by
      rw [div_pow, pow_succ, div_div]
    -- subtracting the next multipole term multiplies the remainder by x / R
    rw [Finset.sum_range_succ, ← sub_sub, ih, e, pow_succ]
    generalize (x / R) ^ n = t
    rw [div_sub_div _ _ h hR, mul_div_assoc', div_div,
      div_eq_div_iff (mul_ne_zero h hR) (mul_ne_zero hR h)]
    ring
```

This identity does not need |x| < |R|. That condition, which is |x| < R for a field point on the right of the origin, makes the remainder tend to zero as n grows.

## Every charge nearer to the origin than the boundary point

The hypotheses `0 < R` and `∀ i, |x i| < R` put the boundary point to the right of the origin and of all the charges. Each distance |R − xᵢ| is then R − xᵢ. Exchanging the two finite sums gives

Vₗ(R) = ∑ᵢ qᵢ ∑ₖ xᵢ^k/R^(k+1), with k = 0, …, l,

and the one-charge identity with n = l + 1 yields

V(R) − Vₗ(R) = ∑ᵢ qᵢ (xᵢ/R)^(l+1)/(R − xᵢ).

For a charge to the right of R the distance would be xᵢ − R, and its term in this formula would no longer be the error.

```lean
/-- Exact truncation error of the multipole expansion when all charges are closer to the
origin than the boundary point. -/
theorem multipole_remainder (q x : ι → ℝ) {R : ℝ} (hR : 0 < R) (hx : ∀ i, |x i| < R)
    (l : ℕ) :
    potential q x R - multipole q x R l
      = ∑ i, q i * ((x i / R) ^ (l + 1) / (R - x i)) := by
  -- exchange the sum over orders with the sum over charges
  have hswap : multipole q x R l
      = ∑ i, q i * ∑ k ∈ Finset.range (l + 1), x i ^ k / R ^ (k + 1) := by
    simp only [multipole, moment, Finset.sum_div, Finset.mul_sum, mul_div_assoc]
    exact Finset.sum_comm
  rw [hswap, potential, ← Finset.sum_sub_distrib]
  apply Finset.sum_congr rfl
  intro i _
  have hi : 0 < R - x i := by linarith [(abs_lt.mp (hx i)).2]
  rw [abs_of_pos hi, ← unit_charge_remainder hR.ne' hi.ne' (l + 1)]
  ring
```

In the proof, `hswap` is the exchange of sums, and `hi` is the positivity of R − xᵢ that removes the absolute value. Only xᵢ < R is used for this. The other half of the hypothesis, −R < xᵢ, matters for the decay.

## One radius a < R that encloses all charges

Physically, a is an upper bound on the extent of the charge distribution measured from the expansion centre, and every charge is at least R − a away from the boundary point. The triangle inequality applied to the exact remainder gives

|V(R) − Vₗ(R)| ≤ ∑ᵢ |qᵢ| (|xᵢ|/R)^(l+1)/(R − xᵢ).

The hypothesis |xᵢ| ≤ a enters twice. It gives |xᵢ|/R ≤ a/R in the numerator, and R − xᵢ ≥ R − a in the denominator. The hypothesis a < R makes R − a positive, so that the smaller denominator gives the larger fraction. Summing over the charges yields the bound.

Without |xᵢ| ≤ a the bound can fail: for a = 0 its right side is zero, but a nonzero charge at R/2 has a nonzero error. Without a < R the right side is no longer a usable bound: for R > 0 it is undefined at a = R, and for a > R it is negative unless all charges are zero. The condition 0 ≤ a follows from |xᵢ| ≤ a as soon as there is one charge, and stating it spares the proof a separate case for no charges.

```lean
/-- Charges within distance `a` of the origin, seen from a boundary point `R > a`: the
multipole expansion through order `l` has error at most
`(∑ |q i|) (a / R) ^ (l + 1) / (R - a)`. -/
theorem multipole_error_bound (q x : ι → ℝ) {a R : ℝ} (ha : 0 ≤ a) (haR : a < R)
    (hx : ∀ i, |x i| ≤ a) (l : ℕ) :
    |potential q x R - multipole q x R l|
      ≤ (∑ i, |q i|) * (a / R) ^ (l + 1) / (R - a) := by
  have hR : 0 < R := lt_of_le_of_lt ha haR
  have hRa : 0 < R - a := sub_pos.mpr haR
  rw [multipole_remainder q x hR (fun i => lt_of_le_of_lt (hx i) haR) l]
  calc |∑ i, q i * ((x i / R) ^ (l + 1) / (R - x i))|
      ≤ ∑ i, |q i * ((x i / R) ^ (l + 1) / (R - x i))| := Finset.abs_sum_le_sum_abs _ _
    _ ≤ ∑ i, |q i| * ((a / R) ^ (l + 1) / (R - a)) := by
        apply Finset.sum_le_sum
        intro i _
        have hxa : |x i| ≤ a := hx i
        have hle : R - a ≤ R - x i := by linarith [le_abs_self (x i)]
        have hi : 0 < R - x i := lt_of_lt_of_le hRa hle
        have hratio : |x i| / R ≤ a / R := by gcongr
        rw [abs_mul, abs_div, abs_pow, abs_div, abs_of_pos hR, abs_of_pos hi]
        -- largest numerator and smallest distance occur at x = a
        exact mul_le_mul_of_nonneg_left
          (div_le_div₀ (by positivity) (pow_le_pow_left₀ (by positivity) hratio _) hRa hle)
          (abs_nonneg _)
    _ = (∑ i, |q i|) * (a / R) ^ (l + 1) / (R - a) := by
        rw [← Finset.sum_mul, mul_div_assoc]
```

The `calc` block follows these lines. Its facts `hratio` and `hle` are the two estimates, and `div_le_div₀` combines them.

Since 0 ≤ a/R < 1, the powers (a/R)^(l+1) tend to zero. The error is squeezed between zero and the bound, so Vₗ(R) converges to V(R). In the proof `h0` is the limit of the bound, and `squeeze_zero_norm` transfers it to the error.

```lean
/-- If all charges lie within distance `a < R` of the origin, the multipole expansion converges to
the Coulomb potential at the boundary point `R` as the order grows. -/
theorem multipole_tendsto (q x : ι → ℝ) {a R : ℝ} (ha : 0 ≤ a) (haR : a < R)
    (hx : ∀ i, |x i| ≤ a) :
    Tendsto (fun l => multipole q x R l) atTop (𝓝 (potential q x R)) := by
  have hR : 0 < R := lt_of_le_of_lt ha haR
  have hp := (tendsto_pow_atTop_nhds_zero_of_lt_one (div_nonneg ha hR.le)
    ((div_lt_one hR).mpr haR)).comp (tendsto_add_atTop_nat 1)
  have h0 : Tendsto (fun l : ℕ => (∑ i, |q i|) * (a / R) ^ (l + 1) / (R - a))
      atTop (𝓝 0) := by
    have h := (hp.const_mul (∑ i, |q i|)).div_const (R - a)
    simpa only [Function.comp_def, mul_zero, zero_div] using h
  have hd : Tendsto (fun l => potential q x R - multipole q x R l) atTop (𝓝 0) :=
    squeeze_zero_norm (fun l => by
      rw [Real.norm_eq_abs]
      exact multipole_error_bound q x ha haR hx l) h0
  have h := hd.const_sub (potential q x R)
  simpa only [sub_sub_cancel, sub_zero] using h
```

The constant is the best possible in this generality. For one charge q at x = a the exact remainder is q (a/R)^(l+1)/(R − a), whose magnitude equals the bound at every order. The type `Unit`, which has one element, represents the single charge.

```lean
/-- A single charge at `x = a` attains the error bound at every order. -/
theorem error_bound_attained (q : ℝ) {a R : ℝ} (ha : 0 ≤ a) (haR : a < R) (l : ℕ) :
    |potential (fun _ : Unit => q) (fun _ => a) R
        - multipole (fun _ : Unit => q) (fun _ => a) R l|
      = |q| * (a / R) ^ (l + 1) / (R - a) := by
  have hR : 0 < R := lt_of_le_of_lt ha haR
  have hx : |a| < R := by rwa [abs_of_nonneg ha]
  have hpos : 0 ≤ (a / R) ^ (l + 1) / (R - a) :=
    div_nonneg (by positivity) (sub_pos.mpr haR).le
  rw [multipole_remainder _ _ hR (fun _ => hx) l]
  simp only [Finset.univ_unique, Finset.sum_singleton]
  rw [abs_mul, abs_of_nonneg hpos, mul_div_assoc]
```

## Vanishing moments through order l

Suppose that M₀, …, Mₗ are all zero; for l = 1 this means a neutral distribution without a dipole moment. Then Vₗ(R) = 0, and the error bound becomes a bound on the potential itself:

|V(R)| ≤ (∑ᵢ |qᵢ|) (a/R)^(l+1)/(R − a).

The hypothesis `hm` is used only to make each term of `multipole` zero. Without it the statement can fail: a nonzero charge at the origin, with a = 0, has the potential q/R, while the right side is zero.

```lean
/-- For charges within distance `a < R` of the origin whose multipole moments through order `l` all
vanish, the potential at the boundary point `R` is at most `(∑ |q i|) (a / R) ^ (l + 1) / (R - a)`
in magnitude. -/
theorem potential_bound_of_moments_vanish (q x : ι → ℝ) {a R : ℝ} (ha : 0 ≤ a)
    (haR : a < R) (hx : ∀ i, |x i| ≤ a) (l : ℕ) (hm : ∀ k ≤ l, moment q x k = 0) :
    |potential q x R| ≤ (∑ i, |q i|) * (a / R) ^ (l + 1) / (R - a) := by
  have hz : multipole q x R l = 0 := by
    apply Finset.sum_eq_zero
    intro k hk
    have hkl : k ≤ l := by
      have := Finset.mem_range.mp hk
      omega
    rw [hm k hkl, zero_div]
  simpa only [hz, sub_zero] using multipole_error_bound q x ha haR hx l
```

## One nonzero charge: convergence requires |x| < R

For a single charge q ≠ 0 at x and a boundary point R > 0, the expansion has a finite limit if and only if |x| < R. If |x| < R, the convergence result applies with a = |x|. If |x| ≥ R, the term added in going from order l to l + 1 has magnitude

(|q|/R) (|x|/R)^(l+1) ≥ |q|/R > 0.

The difference of successive members of a convergent sequence tends to zero, so no finite limit exists. In Lean, `hterm` is this lower bound, and `hle` passes to the limit to give |q|/R ≤ |V − V| = 0, where V is the supposed limit.

What counts is the distance from the origin, not the distance from the boundary point. A charge at x = −R produces the finite potential q/(2R) at R, yet its expansion alternates between q/R and 0.

Both other hypotheses matter. If q = 0, every term vanishes and the expansion converges for any x. If R is negative, |x| < R is false, although the expansion for x = 0 is constant. Its value q/R then also has the wrong sign for the potential q/|R|, so a boundary point on the left should be treated by reflecting the axis first.

The equivalence concerns one charge. Two opposite charges at the same point have zero moments at every order, wherever they sit.

```lean
/-- For one nonzero charge at `x`, the multipole expansion at `R > 0` has a finite limit
exactly when the charge is closer to the origin than the boundary point. -/
theorem single_charge_converges_iff {q R : ℝ} (x : ℝ) (hq : q ≠ 0) (hR : 0 < R) :
    (∃ V, Tendsto (fun l => multipole (fun _ : Unit => q) (fun _ => x) R l) atTop (𝓝 V))
      ↔ |x| < R := by
  constructor
  · rintro ⟨V, hV⟩
    by_contra hn
    have hge : R ≤ |x| := not_lt.mp hn
    -- outside the convergence region every new term has size at least |q| / R
    have hterm : ∀ l : ℕ, |q| / R ≤ |multipole (fun _ : Unit => q) (fun _ => x) R (l + 1)
        - multipole (fun _ : Unit => q) (fun _ => x) R l| := by
      intro l
      have e : multipole (fun _ : Unit => q) (fun _ => x) R (l + 1)
          - multipole (fun _ : Unit => q) (fun _ => x) R l = q / R * (x / R) ^ (l + 1) := by
        simp only [multipole, moment, Finset.univ_unique, Finset.sum_singleton]
        rw [Finset.sum_range_succ _ (l + 1), add_sub_cancel_left, div_pow,
          div_mul_div_comm, pow_succ' R (l + 1)]
      rw [e, abs_mul, abs_div, abs_pow, abs_div, abs_of_pos hR]
      exact le_mul_of_one_le_right (by positivity)
        (one_le_pow₀ ((one_le_div₀ hR).mpr hge))
    have hlim := ((hV.comp (tendsto_add_atTop_nat 1)).sub hV).abs
    have hle : |q| / R ≤ |V - V| := ge_of_tendsto' hlim hterm
    rw [sub_self, abs_zero] at hle
    exact absurd hle (not_le_of_gt (div_pos (abs_pos.mpr hq) hR))
  · intro h
    exact ⟨_, multipole_tendsto _ _ (abs_nonneg x) h (fun _ => le_rfl)⟩

end

end LineMultipoleBoundary
```

```lean
#print axioms LineMultipoleBoundary.multipole_error_bound
#print axioms LineMultipoleBoundary.error_bound_attained
#print axioms LineMultipoleBoundary.potential_bound_of_moments_vanish
#print axioms LineMultipoleBoundary.single_charge_converges_iff
```

```
'LineMultipoleBoundary.multipole_error_bound' depends on axioms: [propext, Classical.choice, Quot.sound]
'LineMultipoleBoundary.error_bound_attained' depends on axioms: [propext, Classical.choice, Quot.sound]
'LineMultipoleBoundary.potential_bound_of_moments_vanish' depends on axioms: [propext, Classical.choice, Quot.sound]
'LineMultipoleBoundary.single_charge_converges_iff' depends on axioms: [propext, Classical.choice, Quot.sound]
```

## Charges beyond the field point

Exchanging the roles of x and R in the one-charge identity gives the neighbouring expansion for distant charges. If xᵢ ≥ b > R ≥ 0 for every i, the potential ∑ᵢ qᵢ/(xᵢ − R) is approximated by

∑ₖ R^k ∑ᵢ qᵢ/xᵢ^(k+1), with k = 0, …, l,

and the same estimates by hand bound the error by

(∑ᵢ |qᵢ|) (R/b)^(l+1)/(b − R).
